# Field-gradient energy of a six-charge quadrupole, with a sharp error bound

A nucleus with a quadrupole moment sits in the potential of the surrounding charges, and its orientation energy is usually written with the second derivatives of that potential at a single point. The nuclear charge has a finite extent, however, so higher derivatives can contribute too. How large can their contribution be?

A classical model makes this definite. Fixed charges $q$ sit at $\pm d$ on the $z$ axis and $-q/2$ at $\pm d$ on the $x$ and $y$ axes, with $d>0$, in an external potential $\varphi$. Their total charge is zero: the cluster stands for the nucleus's departure from spherical symmetry, not for its whole charge. For this one arrangement, the answer also tells a simulator how well six point charges stand in for a point quadrupole.

In Lean 4 with Mathlib:

```lean
import Mathlib

open Set

namespace FieldGradientCluster

noncomputable section
```

## Potential, gradient and energy

Only the potential along the axes matters. Write $f_i(t)=\varphi(t\,e_i)$, where $e_i$ is the unit vector along axis $i$ and $i=0,1,2$ means $x,y,z$. Positions are functions `Fin 3 → ℝ`, and `Pi.single i t` is the point $t\,e_i$.

```lean
/-- The potential along coordinate axis `i` (0, 1, 2 for x, y, z), as a function of position. -/
def onAxis (φ : (Fin 3 → ℝ) → ℝ) (i : Fin 3) (t : ℝ) : ℝ := φ (Pi.single i t)
```

The diagonal field gradient is $\varphi_{ii}=f_i''(0)$, with the sign of the potential's second derivative, not that of the field's derivative.

```lean
/-- The diagonal field-gradient component: the second derivative of the potential
along axis `i` at the origin. -/
def fieldGradient (φ : (Fin 3 → ℝ) → ℝ) (i : Fin 3) : ℝ := iteratedDeriv 2 (onAxis φ i) 0
```

With charge $c_i$ at both $\pm d$ on axis $i$, the energy is $E=\sum_i c_i\,[f_i(d)+f_i(-d)]$. The mutual energy of the six charges is left out, and the cluster does not act back on the sources of $\varphi$.

```lean
/-- The energy of six point charges in the potential `φ`, with charge `c i` at both
`+d` and `-d` on axis `i`. -/
def clusterEnergy (c : Fin 3 → ℝ) (φ : (Fin 3 → ℝ) → ℝ) (d : ℝ) : ℝ :=
  ∑ i, c i * (onAxis φ i d + onAxis φ i (-d))
```

The quadrupole has $c=(-q/2,-q/2,q)$.

```lean
/-- The charges `-q/2` on the x and y axes and `q` on the z axis. -/
def quadrupoleCharges (q : ℝ) : Fin 3 → ℝ := ![-q / 2, -q / 2, q]
```

Each $f_i$ is assumed continuous on $[-d,d]$ and four times continuously differentiable inside, with $|f_i''''|\le M$ there. The constant $M$ limits the second derivative of the field gradient $f_i''$ along its own axis, so a gradient that varies linearly is allowed even with $M=0$. Source charges close by tend to make $M$ large. An electron density with a cusp at the origin, as found around a point nucleus, is excluded, because it gives $f_i$ a term in $|t|^3$.

```lean
/-- A function continuous on `[-d, d]` and four times continuously differentiable inside,
with fourth derivative bounded there by `M`. -/
structure AxisRegular (f : ℝ → ℝ) (d M : ℝ) : Prop where
  cont : ContinuousOn f (Icc (-d) d)
  smooth : ContDiffOn ℝ 4 f (Ioo (-d) d)
  bound : ∀ t ∈ Ioo (-d) d, |iteratedDeriv 4 f t| ≤ M
```

The axes are those of the cluster. If the cluster is tilted, the coordinates are turned with it, and the $\varphi_{ii}$ are then second derivatives along its own axes. No smoothness is assumed off these axes.

## From a bounded slope to a bounded function

Let $h$ be continuous on $[0,t]$, with $h(0)=0$ and $h'(s)\le C s^n$ for $0<s<t$. Then $u(s)=\frac{C}{n+1}s^{n+1}-h(s)$ has $u'\ge 0$, so $u(t)\ge u(0)=0$, which gives $h(t)\le \frac{C}{n+1}t^{n+1}$. The proof obtains this from `monotoneOn_of_deriv_nonneg`.

```lean
/-- A continuous function that starts at zero with slope at most `C s ^ n` is at most `C t ^ (n + 1)
/ (n + 1)` at `t`. -/
theorem growth_le {h h' : ℝ → ℝ} {t : ℝ} (C : ℝ) (n : ℕ) (ht : 0 ≤ t)
    (hc : ContinuousOn h (Icc 0 t)) (hd : ∀ s ∈ Ioo 0 t, HasDerivAt h (h' s) s)
    (hb : ∀ s ∈ Ioo 0 t, h' s ≤ C * s ^ n) (h0 : h 0 = 0) :
    h t ≤ C / ((n : ℝ) + 1) * t ^ (n + 1) := by
  have hn : (n : ℝ) + 1 ≠ 0 := by positivity
  have hu : ∀ s ∈ Ioo 0 t, HasDerivAt
      (fun s => C / ((n : ℝ) + 1) * s ^ (n + 1) - h s) (C * s ^ n - h' s) s := by
    intro s hs
    have hp := (hasDerivAt_pow (n + 1) s).const_mul (C / ((n : ℝ) + 1))
    refine (hp.fun_sub (hd s hs)).congr_deriv ?_
    rw [Nat.add_sub_cancel]
    push_cast
    rw [← mul_assoc, div_mul_cancel₀ _ hn]
  have hp : ContinuousOn (fun s : ℝ => C / ((n : ℝ) + 1) * s ^ (n + 1)) (Icc 0 t) := by
    fun_prop
  -- the gap between the power law and the function never decreases
  have hm : MonotoneOn (fun s => C / ((n : ℝ) + 1) * s ^ (n + 1) - h s) (Icc 0 t) := by
    refine monotoneOn_of_deriv_nonneg (convex_Icc 0 t) (hp.sub hc) ?_ ?_
    · intro s hs
      rw [interior_Icc] at hs
      exact (hu s hs).differentiableAt.differentiableWithinAt
    · intro s hs
      rw [interior_Icc] at hs
      rw [(hu s hs).deriv]
      linarith [hb s hs]
  have key := hm (left_mem_Icc.2 ht) (right_mem_Icc.2 ht) ht
  have e : (0 : ℝ) ^ (n + 1) = 0 := by simp
  simp only [h0, e, mul_zero, sub_zero] at key
  linarith
```

Applying this to $h$ and to $-h$ bounds $|h(t)|$.

```lean
/-- A function that starts at zero with slope at most `C s ^ n` in magnitude is at most
`C t ^ (n + 1) / (n + 1)` in magnitude at `t`. -/
theorem growth_abs {h h' : ℝ → ℝ} {t : ℝ} (C : ℝ) (n : ℕ) (ht : 0 ≤ t)
    (hc : ContinuousOn h (Icc 0 t)) (hd : ∀ s ∈ Ioo 0 t, HasDerivAt h (h' s) s)
    (hb : ∀ s ∈ Ioo 0 t, |h' s| ≤ C * s ^ n) (h0 : h 0 = 0) :
    |h t| ≤ C / ((n : ℝ) + 1) * t ^ (n + 1) := by
  have up := growth_le C n ht hc hd (fun s hs => (abs_le.1 (hb s hs)).2) h0
  have dn := growth_le (h := fun s => -h s) (h' := fun s => -h' s) C n ht hc.neg
    (fun s hs => (hd s hs).neg) (fun s hs => by linarith [(abs_le.1 (hb s hs)).1])
    (by simp [h0])
  exact abs_le.2 ⟨by linarith, up⟩
```

## The error on one axis

For $f$ on one axis, let
$$R(t)=f(t)+f(-t)-2f(0)-t^2f''(0).$$
Its derivatives are
$$R'=f'(t)-f'(-t)-2tf''(0),\qquad R''=f''(t)+f''(-t)-2f''(0),$$
$$R'''=f'''(t)-f'''(-t),\qquad R''''=f''''(t)+f''''(-t).$$
The first four functions $R,\dots,R'''$ vanish at $0$, and $|R''''|\le 2M$. Four applications of the growth bound give, for $0\le t<d$,
$$|R'''|\le 2Mt,\quad |R''|\le Mt^2,\quad |R'|\le \tfrac{M}{3}t^3,\quad |R(d)|\le \tfrac{M}{12}d^4.$$
In the proof, `k3` to `k0` are the derivatives and `b3` to `b1` the first three bounds. The last step reaches the endpoint $d$ through continuity of $f$.

```lean
/-- For a function with successive derivatives `f₁` to `f₄` and `|f₄| ≤ M`, the sum of the
values at `d` and `-d` is `2 f(0) + d² f₂(0)` up to `M d⁴ / 12`. -/
theorem second_difference_of_chain {f f₁ f₂ f₃ f₄ : ℝ → ℝ} {d M : ℝ} (hd : 0 < d)
    (hc : ContinuousOn f (Icc (-d) d))
    (h0 : ∀ t ∈ Ioo (-d) d, HasDerivAt f (f₁ t) t)
    (h1 : ∀ t ∈ Ioo (-d) d, HasDerivAt f₁ (f₂ t) t)
    (h2 : ∀ t ∈ Ioo (-d) d, HasDerivAt f₂ (f₃ t) t)
    (h3 : ∀ t ∈ Ioo (-d) d, HasDerivAt f₃ (f₄ t) t)
    (hM : ∀ t ∈ Ioo (-d) d, |f₄ t| ≤ M) :
    |f d + f (-d) - 2 * f 0 - d ^ 2 * f₂ 0| ≤ M * d ^ 4 / 12 := by
  have flip : ∀ {t : ℝ}, t ∈ Ioo (-d) d → -t ∈ Ioo (-d) d :=
    fun ht => ⟨by linarith [ht.2], by linarith [ht.1]⟩
  have refl : ∀ {g g' : ℝ → ℝ}, (∀ t ∈ Ioo (-d) d, HasDerivAt g (g' t) t) →
      ∀ t ∈ Ioo (-d) d, HasDerivAt (fun s => g (-s)) (-g' (-t)) t := by
    intro g g' hg t ht
    exact ((hg (-t) (flip ht)).comp t (hasDerivAt_neg t)).congr_deriv (by ring)
  -- derivatives of the symmetrised remainder, from the top down
  have k3 : ∀ t ∈ Ioo (-d) d,
      HasDerivAt (fun s => f₃ s - f₃ (-s)) (f₄ t + f₄ (-t)) t := fun t ht =>
    ((h3 t ht).fun_sub (refl h3 t ht)).congr_deriv (by ring)
  have k2 : ∀ t ∈ Ioo (-d) d,
      HasDerivAt (fun s => f₂ s + f₂ (-s) - 2 * f₂ 0) (f₃ t - f₃ (-t)) t := fun t ht =>
    (((h2 t ht).fun_add (refl h2 t ht)).sub_const _).congr_deriv (by ring)
  have k1 : ∀ t ∈ Ioo (-d) d, HasDerivAt (fun s => f₁ s - f₁ (-s) - s * (2 * f₂ 0))
      (f₂ t + f₂ (-t) - 2 * f₂ 0) t := fun t ht =>
    (((h1 t ht).fun_sub (refl h1 t ht)).fun_sub
      ((hasDerivAt_id' t).mul_const (2 * f₂ 0))).congr_deriv (by ring)
  have k0 : ∀ t ∈ Ioo (-d) d, HasDerivAt (fun s => f s + f (-s) - 2 * f 0 - s * s * f₂ 0)
      (f₁ t - f₁ (-t) - t * (2 * f₂ 0)) t := fun t ht =>
    ((((h0 t ht).fun_add (refl h0 t ht)).sub_const _).fun_sub
      (((hasDerivAt_id' t).fun_mul (hasDerivAt_id' t)).mul_const (f₂ 0))).congr_deriv (by ring)
  have inn : ∀ {s t : ℝ}, t ≤ d → 0 ≤ s → s < t → s ∈ Ioo (-d) d :=
    fun a b c => ⟨by linarith, by linarith⟩
  have ct : ∀ {g g' : ℝ → ℝ}, (∀ t ∈ Ioo (-d) d, HasDerivAt g (g' t) t) →
      ∀ t < d, ContinuousOn g (Icc 0 t) := fun hg t ht s hs =>
    (hg s ⟨by linarith [hs.1], by linarith [hs.2]⟩).continuousAt.continuousWithinAt
  -- integrate the bound on the fourth derivative four times
  have b3 : ∀ t, 0 ≤ t → t < d → |f₃ t - f₃ (-t)| ≤ 2 * M * t ^ 1 := by
    intro t h0t htd
    refine (growth_abs (2 * M) 0 h0t (ct k3 t htd)
      (fun s hs => k3 s (inn htd.le hs.1.le hs.2)) (fun s hs => ?_)
      (by simp only [neg_zero]; ring)).trans_eq (by push_cast; ring)
    have hs' := inn htd.le hs.1.le hs.2
    have a := abs_le.1 (hM s hs')
    have b := abs_le.1 (hM (-s) (flip hs'))
    rw [pow_zero, mul_one]
    exact abs_le.2 ⟨by linarith [a.1, b.1], by linarith [a.2, b.2]⟩
  have b2 : ∀ t, 0 ≤ t → t < d → |f₂ t + f₂ (-t) - 2 * f₂ 0| ≤ M * t ^ 2 := by
    intro t h0t htd
    exact (growth_abs (2 * M) 1 h0t (ct k2 t htd)
      (fun s hs => k2 s (inn htd.le hs.1.le hs.2))
      (fun s hs => b3 s hs.1.le (hs.2.trans htd))
      (by simp only [neg_zero]; ring)).trans_eq (by push_cast; ring)
  have b1 : ∀ t, 0 ≤ t → t < d →
      |f₁ t - f₁ (-t) - t * (2 * f₂ 0)| ≤ M / 3 * t ^ 3 := by
    intro t h0t htd
    exact (growth_abs M 2 h0t (ct k1 t htd)
      (fun s hs => k1 s (inn htd.le hs.1.le hs.2))
      (fun s hs => b2 s hs.1.le (hs.2.trans htd))
      (by simp only [neg_zero]; ring)).trans_eq (by push_cast; ring)
  have ca : ContinuousOn f (Icc 0 d) := hc.mono (Icc_subset_Icc (by linarith) le_rfl)
  have cb : ContinuousOn (fun s => f (-s)) (Icc 0 d) :=
    hc.comp continuous_neg.continuousOn
      (fun s hs => ⟨neg_le_neg hs.2, (neg_nonpos.2 hs.1).trans hd.le⟩)
  have cc : ContinuousOn (fun _ : ℝ => 2 * f 0) (Icc 0 d) := continuousOn_const
  have cq : ContinuousOn (fun s : ℝ => s * s * f₂ 0) (Icc 0 d) := by fun_prop
  have c0 : ContinuousOn (fun s => f s + f (-s) - 2 * f 0 - s * s * f₂ 0) (Icc 0 d) :=
    ((ca.add cb).sub cc).sub cq
  rw [pow_two]
  exact (growth_abs (M / 3) 3 hd.le c0 (fun s hs => k0 s (inn le_rfl hs.1.le hs.2))
    (fun s hs => b1 s hs.1.le hs.2)
    (by simp only [neg_zero]; ring)).trans_eq (by push_cast; ring)
```

The regularity assumption supplies the four successive derivatives, one at a time.

```lean
/-- On a regular axis the potentials at `d` and `-d` add up to twice the central value plus
`d²` times the second derivative at the centre, up to `M d⁴ / 12`. -/
theorem second_difference_bound {f : ℝ → ℝ} {d M : ℝ} (hd : 0 < d)
    (h : AxisRegular f d M) :
    |f d + f (-d) - 2 * f 0 - d ^ 2 * iteratedDeriv 2 f 0| ≤ M * d ^ 4 / 12 := by
  obtain ⟨hc, hs, hM⟩ := h
  have e : (4 : WithTop ℕ∞) = 0 + 1 + 1 + 1 + 1 := by norm_num
  rw [e] at hs
  obtain ⟨D0, _, s1⟩ := (contDiffOn_succ_iff_deriv_of_isOpen isOpen_Ioo).1 hs
  obtain ⟨D1, _, s2⟩ := (contDiffOn_succ_iff_deriv_of_isOpen isOpen_Ioo).1 s1
  obtain ⟨D2, _, s3⟩ := (contDiffOn_succ_iff_deriv_of_isOpen isOpen_Ioo).1 s2
  obtain ⟨D3, _, _⟩ := (contDiffOn_succ_iff_deriv_of_isOpen isOpen_Ioo).1 s3
  have H : ∀ {g : ℝ → ℝ}, DifferentiableOn ℝ g (Ioo (-d) d) →
      ∀ t ∈ Ioo (-d) d, HasDerivAt g (deriv g t) t := fun hg t ht =>
    (hg.differentiableAt (isOpen_Ioo.mem_nhds ht)).hasDerivAt
  rw [iteratedDeriv_eq_iterate] at hM ⊢
  exact second_difference_of_chain hd hc (H D0) (H D1) (H D2) (H D3) hM
```

## Adding the axes

Multiply each axis error by $c_i$ and sum. Since $f_i(0)=\varphi(0)$, the triangle inequality gives
$$\Big|E-2\varphi(0)\sum_i c_i-d^2\sum_i c_i\varphi_{ii}\Big|\le \frac{Md^4}{12}\sum_i|c_i|.$$

```lean
/-- For any charges placed in equal pairs on the axes, the energy is the monopole term plus
the field-gradient term, up to `M d⁴ / 12` times the sum of the `|c i|`. -/
theorem clusterEnergy_bound {φ : (Fin 3 → ℝ) → ℝ} {d M : ℝ} (c : Fin 3 → ℝ) (hd : 0 < d)
    (h : ∀ i, AxisRegular (onAxis φ i) d M) :
    |clusterEnergy c φ d - 2 * (∑ i, c i) * φ 0 - d ^ 2 * ∑ i, c i * fieldGradient φ i|
      ≤ (∑ i, |c i|) * (M * d ^ 4 / 12) := by
  have h0 : ∀ i, onAxis φ i 0 = φ 0 := fun i => by simp [onAxis]
  have key : clusterEnergy c φ d - 2 * (∑ i, c i) * φ 0
      - d ^ 2 * ∑ i, c i * fieldGradient φ i
      = ∑ i, c i * (onAxis φ i d + onAxis φ i (-d) - 2 * onAxis φ i 0
        - d ^ 2 * fieldGradient φ i) := by
    simp only [clusterEnergy, Fin.sum_univ_three, h0]
    ring
  rw [key, Finset.sum_mul]
  refine (Finset.abs_sum_le_sum_abs _ _).trans (Finset.sum_le_sum fun i _ => ?_)
  rw [abs_mul]
  exact mul_le_mul_of_nonneg_left (second_difference_bound hd (h i)) (abs_nonneg _)
```

For the quadrupole $\sum_i c_i=0$ and $\sum_i|c_i|=2|q|$. The monopole term disappears, leaving
$$\Big|E-qd^2\big(\varphi_{zz}-\tfrac12(\varphi_{xx}+\varphi_{yy})\big)\Big|\le\frac{|q|Md^4}{6}.$$

```lean
/-- The energy of the quadrupole cluster is `q d² (φ_zz - (φ_xx + φ_yy) / 2)` at the origin,
up to an error of at most `|q| M d⁴ / 6`. -/
theorem quadrupole_energy_bound {φ : (Fin 3 → ℝ) → ℝ} {d M : ℝ} (q : ℝ) (hd : 0 < d)
    (h : ∀ i, AxisRegular (onAxis φ i) d M) :
    |clusterEnergy (quadrupoleCharges q) φ d
      - q * d ^ 2 * (fieldGradient φ 2 - (fieldGradient φ 0 + fieldGradient φ 1) / 2)|
      ≤ |q| * M * d ^ 4 / 6 := by
  have b := clusterEnergy_bound (quadrupoleCharges q) hd h
  have e0 : quadrupoleCharges q 0 = -q / 2 := rfl
  have e1 : quadrupoleCharges q 1 = -q / 2 := rfl
  have e2 : quadrupoleCharges q 2 = q := rfl
  have ha : |-q / 2| = |q| / 2 := by rw [abs_div, abs_neg, abs_two]
  simp only [Fin.sum_univ_three, e0, e1, e2, ha] at b
  -- the total charge vanishes, so the monopole term drops out
  refine le_trans (le_of_eq ?_) (b.trans_eq ?_)
  · congr 1
    ring
  · ring
```

As a numerical instance in dimensionless units, take $\varphi=3z^2+z^4$, $q=1$, $d=0.1$, so $M=24$. The energy is $2(0.03+0.0001)=0.0602$ and the gradient term is $0.01\cdot 6=0.06$. The error $0.0002$ is half the bound $0.0004$, because only the $z$ axis contributes.

If the sources of $\varphi$ have no charge density at the origin, Laplace's equation holds there. Then $\varphi_{xx}+\varphi_{yy}=-\varphi_{zz}$, and the leading term becomes $\tfrac32 qd^2\varphi_{zz}$. The theorem takes this equation as the hypothesis `hL`.

```lean
/-- If the potential satisfies Laplace's equation at the origin, the energy of the quadrupole
cluster is `(3/2) q d² φ_zz` up to `|q| M d⁴ / 6`. -/
theorem quadrupole_energy_laplace {φ : (Fin 3 → ℝ) → ℝ} {d M : ℝ} (q : ℝ) (hd : 0 < d)
    (h : ∀ i, AxisRegular (onAxis φ i) d M)
    (hL : fieldGradient φ 0 + fieldGradient φ 1 + fieldGradient φ 2 = 0) :
    |clusterEnergy (quadrupoleCharges q) φ d - 3 / 2 * q * d ^ 2 * fieldGradient φ 2|
      ≤ |q| * M * d ^ 4 / 6 := by
  have e : 3 / 2 * q * d ^ 2 * fieldGradient φ 2 = q * d ^ 2 *
      (fieldGradient φ 2 - (fieldGradient φ 0 + fieldGradient φ 1) / 2) := by
    linear_combination (q * d ^ 2 / 2) * hL
  rw [e]
  exact quadrupole_energy_bound q hd h
```

## A potential that reaches the bound

To make all three axis errors add up, give the fourth derivatives the signs that the charges have for $q>0$ (for $q<0$ the three errors change sign together and still add up):
$$\varphi=\frac{M}{24}(z^4-x^4-y^4),\qquad M\ge 0.$$

```lean
/-- The quartic potential `M (z⁴ - x⁴ - y⁴) / 24`. -/
def quartic (M : ℝ) (r : Fin 3 → ℝ) : ℝ := M / 24 * (r 2 ^ 4 - r 0 ^ 4 - r 1 ^ 4)
```

Differentiating $at^4$ gives $4at^3$, $12at^2$, $24at$ and $24a$ in turn.

```lean
/-- The derivative of `a t ^ (n + 1)` is `(n + 1) a t ^ n`. -/
theorem deriv_monomial {a b : ℝ} {m n : ℕ} (hm : m = n + 1) (hb : b = a * (m : ℝ)) :
    deriv (fun t : ℝ => a * t ^ m) = fun t => b * t ^ n := by
  subst hm hb
  funext t
  refine (((hasDerivAt_pow (n + 1) t).const_mul a).congr_deriv ?_).deriv
  rw [Nat.add_sub_cancel]
  ring
```

The second derivative therefore vanishes at the origin, and the fourth is $24a$ everywhere.

```lean
/-- The function `a t⁴` has zero second derivative at the origin and constant fourth
derivative `24 a`. -/
theorem quartic_derivs (a : ℝ) : iteratedDeriv 2 (fun t : ℝ => a * t ^ 4) 0 = 0 ∧
    ∀ t, iteratedDeriv 4 (fun t : ℝ => a * t ^ 4) t = 24 * a := by
  have d1 : deriv (fun t : ℝ => a * t ^ 4) = fun t => 4 * a * t ^ 3 :=
    deriv_monomial rfl (by push_cast; ring)
  have d2 : deriv (fun t : ℝ => 4 * a * t ^ 3) = fun t => 12 * a * t ^ 2 :=
    deriv_monomial rfl (by push_cast; ring)
  have d3 : deriv (fun t : ℝ => 12 * a * t ^ 2) = fun t => 24 * a * t ^ 1 :=
    deriv_monomial rfl (by push_cast; ring)
  have d4 : deriv (fun t : ℝ => 24 * a * t ^ 1) = fun t => 24 * a * t ^ 0 :=
    deriv_monomial rfl (by push_cast; ring)
  constructor
  · rw [iteratedDeriv_eq_iterate]
    change deriv (deriv (fun t : ℝ => a * t ^ 4)) 0 = 0
    rw [d1, d2]
    simp
  · intro t
    rw [iteratedDeriv_eq_iterate]
    change deriv (deriv (deriv (deriv (fun t : ℝ => a * t ^ 4)))) t = 24 * a
    rw [d1, d2, d3, d4]
    simp
```

With $a=\pm M/24$ the fourth derivatives are $\pm M$, as the regularity condition allows, and the gradient term is zero. The energy is
$$E=2d^4\frac{M}{24}\Big(q+\frac q2+\frac q2\Big)=\frac{qMd^4}{6}.$$
Its magnitude equals the bound, so the constant $1/6$ is the best possible under the stated regularity conditions.

```lean
/-- The quartic potential meets the regularity conditions with bound `M`, and its energy
differs from the field-gradient term by exactly `q M d⁴ / 6`. -/
theorem quadrupole_bound_sharp (q d : ℝ) {M : ℝ} (hM : 0 ≤ M) :
    (∀ i, AxisRegular (onAxis (quartic M) i) d M) ∧
    clusterEnergy (quadrupoleCharges q) (quartic M) d - q * d ^ 2 *
      (fieldGradient (quartic M) 2
        - (fieldGradient (quartic M) 0 + fieldGradient (quartic M) 1) / 2)
      = q * M * d ^ 4 / 6 := by
  have a0 : onAxis (quartic M) 0 = fun t => -(M / 24) * t ^ 4 := by
    funext t
    simp [onAxis, quartic]
  have a1 : onAxis (quartic M) 1 = fun t => -(M / 24) * t ^ 4 := by
    funext t
    simp [onAxis, quartic]
  have a2 : onAxis (quartic M) 2 = fun t => M / 24 * t ^ 4 := by
    funext t
    simp [onAxis, quartic]
  have reg : ∀ a : ℝ, |24 * a| ≤ M → AxisRegular (fun t => a * t ^ 4) d M := fun a ha =>
    ⟨by fun_prop, by fun_prop, fun t _ => by rw [(quartic_derivs a).2 t]; exact ha⟩
  constructor
  · intro i
    fin_cases i
    · change AxisRegular (onAxis (quartic M) 0) d M
      rw [a0]
      exact reg _ (abs_le.2 ⟨by linarith, by linarith⟩)
    · change AxisRegular (onAxis (quartic M) 1) d M
      rw [a1]
      exact reg _ (abs_le.2 ⟨by linarith, by linarith⟩)
    · change AxisRegular (onAxis (quartic M) 2) d M
      rw [a2]
      exact reg _ (abs_le.2 ⟨by linarith, by linarith⟩)
  · have e0 : quadrupoleCharges q 0 = -q / 2 := rfl
    have e1 : quadrupoleCharges q 1 = -q / 2 := rfl
    have e2 : quadrupoleCharges q 2 = q := rfl
    simp only [clusterEnergy, fieldGradient, Fin.sum_univ_three, e0, e1, e2, a0, a1, a2,
      (quartic_derivs _).1]
    ring

end

end FieldGradientCluster
```

```lean
#print axioms FieldGradientCluster.quadrupole_energy_laplace
-- 'FieldGradientCluster.quadrupole_energy_laplace' depends on axioms: [propext, Classical.choice, Quot.sound]
#print axioms FieldGradientCluster.quadrupole_bound_sharp
-- 'FieldGradientCluster.quadrupole_bound_sharp' depends on axioms: [propext, Classical.choice, Quot.sound]
```
